# Differentiability of a finite Ewald energy in the axial stretches at fixed splitting parameter

The energy here is a finite Ewald sum: real-space terms with a differentiable screening function `g`, Gaussian-damped reciprocal-space terms, a background term and a self-energy term. Stretching the crystal along the three axes multiplies the separations by the factors `s α`, divides the reciprocal vectors by them, and multiplies the cell volume by their product. The theorem states that, at fixed `η > 0`, this energy is differentiable as a function of the three factors jointly at the point where all equal 1, given that all separations and reciprocal vectors in the sums are nonzero. The proof goes term by term, with a local lemma `hdiv` for quotients whose denominator does not vanish at that point.

The failing Lean file:

```lean
import Mathlib

open scoped Topology

namespace DifferentiableAtStretch

noncomputable section

/-- The squared length of a vector in three-dimensional space. -/
def lenSq (v : Fin 3 → ℝ) : ℝ := ∑ α, v α ^ 2

/-- The data of a finite Ewald sum: nonzero separations `r` with weights `a`, nonzero reciprocal
vectors `G` with weights `b`, background and self-energy coefficients `c` and `d`, and a
differentiable screening function `g`. -/
structure EwaldSum (ι κ : Type*) where
  a : ι → ℝ
  r : ι → Fin 3 → ℝ
  r_ne : ∀ i, r i ≠ 0
  b : κ → ℝ
  G : κ → Fin 3 → ℝ
  G_ne : ∀ k, G k ≠ 0
  c : ℝ
  d : ℝ
  g : ℝ → ℝ
  g_diff : Differentiable ℝ g

variable {ι κ : Type*} [Fintype ι] [Fintype κ]

/-- The Ewald energy, for `η > 0`, of the crystal stretched by factors `s α > 0` along the three
axes: separations are multiplied by `s α`, reciprocal vectors are divided by `s α`, and the cell
volume is multiplied by the product of the factors. -/
def EwaldSum.energy (S : EwaldSum ι κ) (s : Fin 3 → ℝ) (η : ℝ) : ℝ :=
  (∑ i, S.a i * S.g (η * √(lenSq fun α => s α * S.r i α)) / √(lenSq fun α => s α * S.r i α))
  + (∑ k, S.b k * Real.exp (-(lenSq fun α => S.G k α / s α) / (4 * η ^ 2))
      / ((∏ α, s α) * lenSq fun α => S.G k α / s α))
  + S.c / ((∏ α, s α) * η ^ 2) + S.d * η

/-- A nonzero vector has positive squared length. -/
theorem lenSq_pos {v : Fin 3 → ℝ} (h : v ≠ 0) : 0 < lenSq v := by
  obtain ⟨α, hα⟩ := Function.ne_iff.mp h
  have hα' : v α ≠ 0 := hα
  unfold lenSq
  exact Finset.sum_pos' (fun β _ => sq_nonneg _) ⟨α, Finset.mem_univ _, by positivity⟩

/-- At fixed `η > 0` the energy is differentiable in the three axial stretches at the unstretched
crystal. -/
theorem differentiableAt_stretch (S : EwaldSum ι κ) {η : ℝ} (hη : 0 < η) :
    DifferentiableAt ℝ (fun s => S.energy s η) (fun _ => 1) := by
  have hdiv : ∀ f h : (Fin 3 → ℝ) → ℝ, DifferentiableAt ℝ f (fun _ => 1) →
      DifferentiableAt ℝ h (fun _ => 1) → h (fun _ => 1) ≠ 0 →
      DifferentiableAt ℝ (fun s => f s / h s) (fun _ => 1) := by
    intro f h hf hh h0
    simp only [div_eq_mul_inv]
    exact hf.mul ((hasDerivAt_inv h0).differentiableAt.comp _ hh)
  have hP : DifferentiableAt ℝ (fun s : Fin 3 → ℝ => ∏ α, s α) (fun _ => 1) := by
    simp only [Fin.prod_univ_three]
    fun_prop
  -- stretched lengths are smooth and do not vanish
  have hL : ∀ i, DifferentiableAt ℝ (fun s : Fin 3 → ℝ => √(lenSq fun α => s α * S.r i α))
      (fun _ => 1) := by
    intro i
    refine DifferentiableAt.sqrt ?_ (by simpa using (lenSq_pos (S.r_ne i)).ne')
    simp only [lenSq, Fin.sum_univ_three]
    fun_prop
  have hK : ∀ k, DifferentiableAt ℝ (fun s : Fin 3 → ℝ => lenSq fun α => S.G k α / s α)
      (fun _ => 1) := by
    intro k
    unfold lenSq
    exact DifferentiableAt.fun_sum fun α _ =>
      (hdiv (fun _ => S.G k α) (fun s => s α) (by fun_prop) (by fun_prop) (by simp)).pow 2
  unfold EwaldSum.energy
  refine DifferentiableAt.fun_add (DifferentiableAt.fun_add (DifferentiableAt.fun_add
    (DifferentiableAt.fun_sum fun i _ => ?_) (DifferentiableAt.fun_sum fun k _ => ?_)) ?_)
    (differentiableAt_const _)
  · refine hdiv _ _ (DifferentiableAt.const_mul
      ((S.g_diff _).comp _ ((hL i).const_mul η)) _) (hL i) ?_
    simpa using (Real.sqrt_pos.2 (lenSq_pos (S.r_ne i))).ne'
  · refine hdiv _ _ (DifferentiableAt.const_mul (DifferentiableAt.exp
      ((hK k).neg.div_const _)) _) (hP.mul (hK k)) ?_
    simpa using (lenSq_pos (S.G_ne k)).ne'
  · exact hdiv _ _ (differentiableAt_const _) (hP.mul_const _) (by simp [hη.ne'])

end

end DifferentiableAtStretch
```

Messages:

```
Main.lean:78:20: error: Application type mismatch: The argument
  DifferentiableAt.const_mul (DifferentiableAt.exp (DifferentiableAt.div_const ?m.656 ?m.657)) ?m.658
has type
  DifferentiableAt ℝ (fun (y : ℝ) => ?m.658 * Real.exp (?m.655 y / ?m.657)) ?m.651
but is expected to have type
  DifferentiableAt ℝ (fun (s : Fin 3 → ℝ) => S.b k * Real.exp ((-lenSq fun α => S.G k α / s α) / (4 * η ^ 2))) fun x =>
    1
in the application
  hdiv (fun s => S.b k * Real.exp ((-lenSq fun α => S.G k α / s α) / (4 * η ^ 2)))
    (fun s => (∏ α, s α) * lenSq fun α => S.G k α / s α)
    (DifferentiableAt.const_mul (DifferentiableAt.exp (DifferentiableAt.div_const ?m.656 ?m.657)) ?m.658)
Main.lean:79:7: error: Application type mismatch: The argument
  DifferentiableAt.neg (hK k)
has type
  DifferentiableAt ℝ (-fun s => lenSq fun α => S.G k α / s α) fun x => 1
but is expected to have type
  DifferentiableAt ℝ ?m.655 ?m.651
in the application
  DifferentiableAt.div_const (DifferentiableAt.neg (hK k))
```

What went wrong. Both messages have one cause, in the exponent of the reciprocal-space terms. The attempt divides by the constant `4 * η ^ 2` with `DifferentiableAt.div_const`, which here applies only to functions of a single scalar variable: the first message shows its result as a function of `y : ℝ`, while the goal needs a function of `s : Fin 3 → ℝ`. The second message is the same clash seen from inside: `(hK k).neg` concerns a function of three stretches, and `div_const` cannot take it.

The repair proves the exponent's differentiability separately, as `hX`, using `hdiv` with a constant denominator. `hdiv` is stated for functions on `Fin 3 → ℝ`, so the domains agree; it also asks that `4 * η ^ 2` be nonzero, which `simp` gets from `hη.ne'`. The term `(hK k).neg` is kept unchanged, so the negation was not at fault. The exponential and the constant factor `S.b k` are then applied to `hX` by the same two lemmas as before, now in dot notation, which is mere tidying.

The repair, with which the file compiles:

```diff
@@ -76,6 +76,9 @@
       ((S.g_diff _).comp _ ((hL i).const_mul η)) _) (hL i) ?_
     simpa using (Real.sqrt_pos.2 (lenSq_pos (S.r_ne i))).ne'
-  · refine hdiv _ _ (DifferentiableAt.const_mul (DifferentiableAt.exp
-      ((hK k).neg.div_const _)) _) (hP.mul (hK k)) ?_
+  · have hX : DifferentiableAt ℝ
+        (fun s : Fin 3 → ℝ => -(lenSq fun α => S.G k α / s α) / (4 * η ^ 2)) (fun _ => 1) :=
+      hdiv (fun s => -(lenSq fun α => S.G k α / s α)) (fun _ => 4 * η ^ 2) (hK k).neg
+        (differentiableAt_const _) (by simp [hη.ne'])
+    refine hdiv _ _ (hX.exp.const_mul _) (hP.mul (hK k)) ?_
     simpa using (lenSq_pos (S.G_ne k)).ne'
   · exact hdiv _ _ (differentiableAt_const _) (hP.mul_const _) (by simp [hη.ne'])
```
